# On a finite grid, orthonormal orbitals spanning a symmetry-invariant space have a symmetric summed density

The orbitals of a degenerate level can be mixed among themselves without changing the space they span. Here the filled level is represented by that space, a subspace W of complex functions on a finite grid X, and the orbitals φ_i are any basis of W that is orthonormal under the plain, unweighted grid sum. The summed density and the density matrix are

n(x) = ∑_i |φ_i(x)|²
γ(x,y) = ∑_i φ_i(x) conj φ_i(y).

Every orthonormal basis of W gives the same n, and if the symmetry operations permute the grid points and map W into itself, n is symmetric. So in an independent-particle calculation on a grid that the operations permute, with orbitals orthonormal in this sense and equally occupied, an asymmetric n shows that the occupied space is not invariant, whatever mixture of degenerate orbitals the eigensolver returns. A symmetric n does not show that the space is invariant. No Hamiltonian appears in the model: that the occupied orbitals span an invariant space must come from elsewhere, for instance from filling complete eigenspaces of a symmetric Hamiltonian.

```lean
import Mathlib

open ComplexConjugate

namespace SymmetricShellDensity

noncomputable section

variable {G X ι κ : Type*} [Group G] [MulAction G X] [Fintype ι] [Fintype κ]

/-- The summed density `∑ i, |φ i x|²` of a family of orbitals at the grid point `x`. -/
def density (φ : ι → X → ℂ) (x : X) : ℝ := ∑ i, ‖φ i x‖ ^ 2

/-- The one-particle density matrix `γ(x, y) = ∑ i, φ i x * conj (φ i y)`. -/
def densityMatrix (φ : ι → X → ℂ) (x y : X) : ℂ := ∑ i, φ i x * conj (φ i y)
```

## The symmetry operations permute the grid

`MulAction G X` says that each operation g in the group G moves grid points to grid points, reversibly. G may be infinite. A function f is carried along by

(g f)(x) = f(g⁻¹x),

which is `transport`. By hand and in Lean, reversibility allows a grid sum to be relabelled (`Equiv.sum_comp`). If an operation merged two points, the relabelling would fail.

```lean
/-- A symmetry operation `g` carries the function `f` to `x ↦ f (g⁻¹ x)`. -/
def transport (g : G) : (X → ℂ) →ₗ[ℂ] (X → ℂ) where
  toFun f x := f (g⁻¹ • x)
  map_add' _ _ := rfl
  map_smul' _ _ := rfl
```

`SymmetryInvariant` says that g f stays in W for every g in G and f in W.

```lean
variable (G) in
/-- The space `W` is invariant: every symmetry operation maps `W` into itself. -/
def SymmetryInvariant (W : Submodule ℂ (X → ℂ)) : Prop :=
  ∀ g : G, ∀ f ∈ W, transport g f ∈ W
```

## The orbitals are orthonormal and span W

`OrbitalBasis` contains both conditions. Inner products are plain grid sums with unit weight, and each orbital holds one particle, with no spin factor.

```lean
/-- The orbitals `φ` are orthonormal on the grid and span the space `W`. -/
structure OrbitalBasis [Fintype X] [DecidableEq ι] (φ : ι → X → ℂ)
    (W : Submodule ℂ (X → ℂ)) : Prop where
  orthonormal : ∀ i j, ∑ x, conj (φ i x) * φ j x = if i = j then 1 else 0
  span_eq : Submodule.span ℂ (Set.range φ) = W
```

The density is the diagonal of γ:

```lean
/-- The density is the diagonal of the density matrix. -/
theorem density_eq_diagonal (φ : ι → X → ℂ) (x : X) :
    (density φ x : ℂ) = densityMatrix φ x x := by
  simp only [density, densityMatrix, Complex.ofReal_sum, Complex.ofReal_pow,
    Complex.mul_conj, Complex.normSq_eq_norm_sq]
```

Orthonormality gives

∑_y γ(x,y) φ_j(y) = ∑_i φ_i(x) ∑_y conj φ_i(y) φ_j(y) = φ_j(x).

Because the φ_j span W, linearity extends this to ∑_y γ(x,y) f(y) = f(x) for all f in W. The Lean proof is an induction over the span, with this calculation as its `mem` case.

```lean
variable [Fintype X] [DecidableEq ι] [DecidableEq κ]
  {φ : ι → X → ℂ} {ψ : κ → X → ℂ} {W : Submodule ℂ (X → ℂ)}

/-- The density matrix of an orthonormal basis of `W` reproduces every function in `W`. -/
theorem densityMatrix_reproduces (h : OrbitalBasis φ W) {f : X → ℂ} (hf : f ∈ W) (x : X) :
    ∑ y, densityMatrix φ x y * f y = f x := by
  rw [← h.span_eq] at hf
  induction hf using Submodule.span_induction with
  | mem f hf =>
    obtain ⟨j, rfl⟩ := hf
    calc ∑ y, densityMatrix φ x y * φ j y
        = ∑ i, φ i x * ∑ y, conj (φ i y) * φ j y := by
          simp only [densityMatrix, Finset.sum_mul, Finset.mul_sum]
          rw [Finset.sum_comm]
          simp only [mul_assoc]
      _ = φ j x := by simp [h.orthonormal]
  | zero => simp
  | add f g _ _ hf hg =>
    simp only [Pi.add_apply, mul_add, Finset.sum_add_distrib, hf, hg]
  | smul c f _ hf =>
    calc ∑ y, densityMatrix φ x y * (c • f) y
        = c * ∑ y, densityMatrix φ x y * f y := by
          rw [Finset.mul_sum]
          refine Finset.sum_congr rfl fun y _ => ?_
          simp only [Pi.smul_apply, smul_eq_mul]
          ring
      _ = (c • f) x := by rw [hf]; rfl
```

Each column of γ is a combination of the φ_i, with coefficients conj φ_i(y), and so lies in W.

```lean
/-- Each column of the density matrix of an orthonormal basis of `W` is a function in `W`. -/
theorem column_mem (h : OrbitalBasis φ W) (y : X) :
    (fun x => densityMatrix φ x y) ∈ W := by
  have e : (fun x => densityMatrix φ x y) = ∑ i, conj (φ i y) • φ i := by
    ext x
    simp [densityMatrix, Finset.sum_apply, mul_comm]
  rw [e, ← h.span_eq]
  exact Submodule.sum_mem _ fun i _ =>
    Submodule.smul_mem _ _ (Submodule.subset_span ⟨i, rfl⟩)
```

Let a second basis ψ of W have density matrix γ′. Each matrix reproduces the other's columns, so γ′γ = γ and γγ′ = γ′. Both are Hermitian, hence

γ = γ† = (γ′γ)† = γγ′ = γ′.

In the proof, `h1` and `h2` are the two products, and `hermφ` and `hermψ` supply the adjoints.

```lean
/-- Two orthonormal bases of the same space have the same density matrix. -/
theorem densityMatrix_unique (hφ : OrbitalBasis φ W) (hψ : OrbitalBasis ψ W) (x z : X) :
    densityMatrix φ x z = densityMatrix ψ x z := by
  have hermφ : ∀ a b, conj (densityMatrix φ a b) = densityMatrix φ b a := fun a b => by
    simp [densityMatrix, map_sum, mul_comm]
  have hermψ : ∀ a b, conj (densityMatrix ψ a b) = densityMatrix ψ b a := fun a b => by
    simp [densityMatrix, map_sum, mul_comm]
  -- each density matrix reproduces the columns of the other
  have h1 : ∑ y, densityMatrix ψ z y * densityMatrix φ y x = densityMatrix φ z x :=
    densityMatrix_reproduces hψ (column_mem hφ x) z
  have h2 : ∑ y, densityMatrix φ x y * densityMatrix ψ y z = densityMatrix ψ x z :=
    densityMatrix_reproduces hφ (column_mem hψ z) x
  rw [← h2, ← hermφ z x, ← h1, map_sum]
  refine Finset.sum_congr rfl fun y _ => ?_
  rw [map_mul, hermφ, hermψ, mul_comm]
```

The diagonal gives equal densities.

```lean
/-- Every orthonormal basis of `W` gives the same summed density. -/
theorem density_basis_independent (hφ : OrbitalBasis φ W) (hψ : OrbitalBasis ψ W) :
    density φ = density ψ := by
  ext x
  have h := densityMatrix_unique hφ hψ x x
  rw [← density_eq_diagonal, ← density_eq_diagonal] at h
  exact_mod_cast h
```

Without normalisation, doubling a nonzero orbital quadruples its density. Without orthogonality, the unit vectors (1, 0) and (1, 1)/√2 on two points give (3/2, 1/2), while the standard basis of the same space gives (1, 1).

## The group maps W into itself

Physically, no operation leads out of the level. The functions g φ_i are orthonormal by relabelling and lie in W by invariance. They also span W: for f in W, write g⁻¹f = ∑_i c_i φ_i and apply g.

```lean
omit [Fintype ι] in
/-- A symmetry operation carries an orthonormal basis of an invariant space to another
orthonormal basis of that space. -/
theorem transported_basis (hW : SymmetryInvariant G W) (h : OrbitalBasis φ W) (g : G) :
    OrbitalBasis (fun i => transport g (φ i)) W where
  orthonormal i j := by
    rw [← h.orthonormal i j]
    exact Equiv.sum_comp (MulAction.toPerm g⁻¹) (fun x => conj (φ i x) * φ j x)
  span_eq := by
    apply le_antisymm
    · rw [Submodule.span_le]
      rintro _ ⟨i, rfl⟩
      exact hW g _ (h.span_eq ▸ Submodule.subset_span ⟨i, rfl⟩)
    · intro f hf
      -- write `f` as the image of `g⁻¹ f`, which lies in the span of the orbitals
      have h1 : transport g⁻¹ f ∈ Submodule.span ℂ (Set.range φ) := by
        rw [h.span_eq]
        exact hW _ _ hf
      have h2 := Submodule.mem_map_of_mem (f := transport g) h1
      have h3 : transport g (transport g⁻¹ f) = f := by
        ext x
        simp [transport]
      rw [Submodule.map_span, ← Set.range_comp, h3] at h2
      exact h2
```

So the transported basis has the same density matrix, γ(g⁻¹x, g⁻¹y) = γ(x,y), or equivalently γ(gx, gy) = γ(x,y). Conversely, if γ has this property and f is in W, then

(g f)(x) = ∑_y γ(g⁻¹x, y) f(y) = ∑_z γ(x,z) f(g⁻¹z),

with y = g⁻¹z. This is a combination of columns of γ, so g f is in W.

```lean
/-- A space with an orthonormal basis `φ` is invariant exactly when its density matrix is
unchanged by moving both grid points with the same symmetry operation. -/
theorem invariant_iff_densityMatrix (h : OrbitalBasis φ W) :
    SymmetryInvariant G W ↔
      ∀ (g : G) (x y : X), densityMatrix φ (g • x) (g • y) = densityMatrix φ x y := by
  constructor
  · intro hW g x y
    have e := densityMatrix_unique (transported_basis hW h g) h (g • x) (g • y)
    rw [← e]
    simp [densityMatrix, transport]
  · intro H g f hf
    -- the transported function is a combination of columns of the density matrix
    have e : transport g f = ∑ z, f (g⁻¹ • z) • (fun x => densityMatrix φ x z) := by
      ext x
      calc transport g f x = ∑ y, densityMatrix φ (g⁻¹ • x) y * f y :=
            (densityMatrix_reproduces h hf _).symm
        _ = ∑ z, densityMatrix φ (g⁻¹ • x) (g⁻¹ • z) * f (g⁻¹ • z) :=
            (Equiv.sum_comp (MulAction.toPerm g⁻¹)
              (fun y => densityMatrix φ (g⁻¹ • x) y * f y)).symm
        _ = _ := by
            rw [Finset.sum_apply]
            refine Finset.sum_congr rfl fun z _ => ?_
            rw [H, mul_comm]
            rfl
    rw [e]
    exact Submodule.sum_mem _ fun z _ => Submodule.smul_mem _ _ (column_mem h z)
```

Setting x = y gives n(gx) = n(x).

```lean
/-- The summed density of an orthonormal basis of an invariant space is unchanged by every
symmetry operation. -/
theorem density_invariant (hW : SymmetryInvariant G W) (h : OrbitalBasis φ W) (g : G) (x : X) :
    density φ (g • x) = density φ x := by
  have e := (invariant_iff_densityMatrix h).1 hW g x x
  rw [← density_eq_diagonal, ← density_eq_diagonal] at e
  exact_mod_cast e
```

The converse needs the whole matrix; it is wrong to infer an invariant W from a symmetric density. On a four-point ring, (1, 1, 1, −1)/2 has constant density, yet its translates are not all multiples of it.

## A lone cosine, with N ≥ 3 and a ≠ 0

Without invariance of W the density can lose the symmetry. Take the single orbital a cos(2πx/N) on a ring of N points, normalised when |a|² = 2/N.

```lean
/-- The orbital `a cos(2πx/N)` on a ring of `N` points, for `N ≥ 1`. -/
def cosineOrbital (N : ℕ) (a : ℂ) (x : ZMod N) : ℂ :=
  a * (Real.cos (2 * Real.pi * (x.val : ℝ) / N) : ℝ)
```

Its densities at neighbouring points differ by

n(0) − n(1) = |a|² (1 − cos²(2π/N)) = |a|² sin²(2π/N) > 0,

since 0 < 2π/N < π for N ≥ 3. The proof applies the supposed invariance to a translation by one point and reaches this contradiction. `Multiplicative (ZMod N)` is the translation group written multiplicatively. For N = 1 or 2, or for a = 0, the density is constant.

```lean
/-- On a ring of at least three points, the density of a single cosine orbital with nonzero
amplitude is not invariant under the translations of the ring. -/
theorem cosine_density_not_invariant {N : ℕ} (hN : 3 ≤ N) {a : ℂ} (ha : a ≠ 0) :
    ¬ ∀ (g : Multiplicative (ZMod N)) (x : ZMod N),
      density (fun _ : Unit => cosineOrbital N a) (g • x) =
        density (fun _ : Unit => cosineOrbital N a) x := by
  intro H
  have : Fact (1 < N) := ⟨by omega⟩
  have h := H (Multiplicative.ofAdd 1) 0
  have e : Multiplicative.ofAdd (1 : ZMod N) • (0 : ZMod N) = 1 := add_zero (1 : ZMod N)
  rw [e] at h
  simp only [density, cosineOrbital, Finset.univ_unique, Finset.sum_singleton, ZMod.val_one,
    ZMod.val_zero, norm_mul, Complex.norm_real, Real.norm_eq_abs, mul_pow, sq_abs,
    Nat.cast_one, Nat.cast_zero, mul_one, mul_zero, zero_div, Real.cos_zero, one_pow] at h
  have hN3 : (3 : ℝ) ≤ N := by exact_mod_cast hN
  have hN0 : (0 : ℝ) < N := by linarith
  -- the angle between neighbours lies strictly between 0 and π
  have hs : 0 < Real.sin (2 * Real.pi / N) := by
    apply Real.sin_pos_of_pos_of_lt_pi
    · exact div_pos (by linarith [Real.pi_pos]) hN0
    · rw [div_lt_iff₀ hN0]
      nlinarith [Real.pi_pos]
  have hp := mul_pos (pow_pos (norm_pos_iff.2 ha) 2) (pow_pos hs 2)
  rw [Real.sin_sq] at hp
  nlinarith
```

## An invariant pair on four points

The functions with f(x + 2) = −f(x) satisfy all the hypotheses on W.

```lean
/-- The functions on a ring of four points that change sign under a half turn. -/
def halfTurnOdd : Submodule ℂ (ZMod 4 → ℂ) where
  carrier := {f | ∀ x, f (x + 2) = -f x}
  zero_mem' := fun x => by simp
  add_mem' := fun {f g} hf hg x => by
    change f (x + 2) + g (x + 2) = -(f x + g x)
    rw [hf x, hg x]
    ring
  smul_mem' := fun c f hf x => by
    change c * f (x + 2) = -(c * f x)
    rw [hf x]
    ring

/-- Two orbitals on the ring of four points, with values `(1, 1, -1, -1)/2` and
`(1, -1, -1, 1)/2`. -/
def squarePair : Fin 2 → ZMod 4 → ℂ :=
  (!![1/2, 1/2, -1/2, -1/2; 1/2, -1/2, -1/2, 1/2] : Matrix (Fin 2) (Fin 4) ℂ)
```

The two orbitals, φ_0 and φ_1, are orthonormal, and every f in the space is

f = (f(0) + f(1)) φ_0 + (f(0) − f(1)) φ_1.

The proof checks this point by point. Their summed density is 1/2 everywhere, although the space also contains the N = 4 cosine.

```lean
/-- On the ring of four points, the functions odd under a half turn form a
translation-invariant space, and `squarePair` is an orthonormal basis of it. -/
theorem squarePair_witness :
    SymmetryInvariant (Multiplicative (ZMod 4)) halfTurnOdd ∧
      OrbitalBasis squarePair halfTurnOdd := by
  have h4 : ∀ F : ZMod 4 → ℂ, ∑ x, F x = F 0 + F 1 + F 2 + F 3 :=
    fun F => Fin.sum_univ_four F
  have q : ∀ x : ZMod 4, x = 0 ∨ x = 1 ∨ x = 2 ∨ x = 3 := by decide
  have a0 : squarePair 0 0 = 1/2 := rfl
  have a1 : squarePair 0 1 = 1/2 := rfl
  have a2 : squarePair 0 2 = -1/2 := rfl
  have a3 : squarePair 0 3 = -1/2 := rfl
  have b0 : squarePair 1 0 = 1/2 := rfl
  have b1 : squarePair 1 1 = -1/2 := rfl
  have b2 : squarePair 1 2 = -1/2 := rfl
  have b3 : squarePair 1 3 = 1/2 := rfl
  have c2 : conj (2 : ℂ) = 2 := map_ofNat (starRingEnd ℂ) 2
  refine ⟨?_, ?_, ?_⟩
  · intro g f hf x
    change f (-(Multiplicative.toAdd g) + (x + 2)) = -f (-(Multiplicative.toAdd g) + x)
    rw [← add_assoc]
    exact hf _
  · refine Fin.forall_fin_two.2 ⟨Fin.forall_fin_two.2 ⟨?_, ?_⟩,
      Fin.forall_fin_two.2 ⟨?_, ?_⟩⟩ <;> rw [h4] <;>
      simp [a0, a1, a2, a3, b0, b1, b2, b3, c2] <;> norm_num
  · apply le_antisymm
    · rw [Submodule.span_le]
      rintro _ ⟨i, rfl⟩
      have s0 : (0 + 2 : ZMod 4) = 2 := by decide
      have s1 : (1 + 2 : ZMod 4) = 3 := by decide
      have s2 : (2 + 2 : ZMod 4) = 0 := by decide
      have s3 : (3 + 2 : ZMod 4) = 1 := by decide
      have key : ∀ i x, squarePair i (x + 2) = -squarePair i x := by
        refine Fin.forall_fin_two.2 ⟨fun x => ?_, fun x => ?_⟩ <;>
          rcases q x with rfl | rfl | rfl | rfl <;>
          simp only [s0, s1, s2, s3, a0, a1, a2, a3, b0, b1, b2, b3] <;> ring
      exact key i
    · intro f hf
      have f2 : f 2 = -f 0 := hf 0
      have f3 : f 3 = -f 1 := hf 1
      have e : f = (f 0 + f 1) • squarePair 0 + (f 0 - f 1) • squarePair 1 := by
        ext x
        rcases q x with rfl | rfl | rfl | rfl <;>
          simp only [Pi.add_apply, Pi.smul_apply, smul_eq_mul, a0, a1, a2, a3,
            b0, b1, b2, b3, f2, f3] <;> ring
      rw [e]
      exact Submodule.add_mem _
        (Submodule.smul_mem _ _ (Submodule.subset_span ⟨0, rfl⟩))
        (Submodule.smul_mem _ _ (Submodule.subset_span ⟨1, rfl⟩))

end

end SymmetricShellDensity
```

```lean
#print axioms SymmetricShellDensity.density_basis_independent
-- 'SymmetricShellDensity.density_basis_independent' depends on axioms: [propext, Classical.choice, Quot.sound]
#print axioms SymmetricShellDensity.density_invariant
-- 'SymmetricShellDensity.density_invariant' depends on axioms: [propext, Classical.choice, Quot.sound]
#print axioms SymmetricShellDensity.cosine_density_not_invariant
-- 'SymmetricShellDensity.cosine_density_not_invariant' depends on axioms: [propext, Classical.choice, Quot.sound]
```
